# The time derivative of a thawed Gaussian wavepacket at a fixed position

The lemma concerns the one-dimensional Gaussian ψ = exp((i/ħ)(a(x−q)² + p(x−q) + g)), whose real centre q and momentum p and complex width a and phase g are differentiable functions of time. It states that at fixed x the time derivative of ψ is (i/ħ)[ȧ(x−q)² + (ṗ − 2aq̇)(x−q) − pq̇ + ġ]ψ, where dots denote time derivatives. No equation of motion is assumed, and ψ need be neither normalised nor normalisable. The proof differentiates x − q and its square, assembles the derivative of the exponent by the sum and product rules, and applies the chain rule for the exponential.

Lean 4 with Mathlib refuses this proof:

```lean
import Mathlib

open Complex

namespace HasDerivAtTime

noncomputable section

/-- Differentiable time-dependent parameters of a Gaussian wavepacket: real centre `q` and
momentum `p`, complex width `a` and complex phase `g`. -/
structure GaussianPath where
  q : ℝ → ℝ
  p : ℝ → ℝ
  a : ℝ → ℂ
  g : ℝ → ℂ
  dq : Differentiable ℝ q
  dp : Differentiable ℝ p
  da : Differentiable ℝ a
  dg : Differentiable ℝ g

/-- The thawed Gaussian `exp((i/ħ)(a(x-q)² + p(x-q) + g))`, for `ħ ≠ 0`. -/
def psi (hbar : ℝ) (G : GaussianPath) (t x : ℝ) : ℂ :=
  exp (I / hbar * (G.a t * (x - G.q t) ^ 2 + G.p t * (x - G.q t) + G.g t))

/-- The time derivative of the thawed Gaussian at a fixed position. -/
theorem hasDerivAt_time (hbar : ℝ) (G : GaussianPath) (t x : ℝ) :
    HasDerivAt (fun s => psi hbar G s x)
      (I / hbar * (deriv G.a t * (x - G.q t) ^ 2
        + (deriv G.p t - 2 * G.a t * deriv G.q t) * (x - G.q t)
        - G.p t * deriv G.q t + deriv G.g t) * psi hbar G t x) t := by
  have hy := (G.dq t).hasDerivAt.ofReal_comp.const_sub (x : ℂ)
  have hy2 : HasDerivAt (fun s => ((x : ℂ) - G.q s) ^ 2)
      (2 * (x - G.q t) * (-(deriv G.q t : ℂ))) t :=
    (hy.fun_pow 2).congr_deriv (by norm_num)
  have h := (((((G.da t).hasDerivAt.fun_mul hy2).fun_add
    ((G.dp t).hasDerivAt.ofReal_comp.fun_mul hy)).fun_add
    (G.dg t).hasDerivAt).const_mul (I / (hbar : ℂ))).cexp
  exact h.congr_deriv (by simp only [psi]; ring)

end

end HasDerivAtTime
```

Messages:

```
Main.lean:34:32: error: unsolved goals
hbar : ℝ
G : GaussianPath
t x : ℝ
hy : HasDerivAt (fun x_1 => ↑x - ↑(G.q x_1)) (-↑(deriv G.q t)) t
⊢ ↑(deriv G.q t) = deriv ?m.160 t ∨ ↑x - ↑(G.q t) = 0
Main.lean:33:34: error: Application type mismatch: The argument
  G.q
has type
  ℝ → ℝ
but is expected to have type
  ℝ → ℂ
in the application
  deriv G.q
```

What went wrong. The type mismatch is the root error. In the statement of `hy2`, the ascription `(deriv G.q t : ℂ)` makes Lean elaborate `deriv` with the expected result type `ℂ`. It therefore wants a function `ℝ → ℂ`, but `G.q` has type `ℝ → ℝ`. The ascription was meant to convert the value of the derivative, but here it fixed the codomain of the function being differentiated.

The unsolved goal follows from this. With `G.q` rejected, the stated derivative contains an unknown function, shown as `?m.160`. `norm_num` reduces the comparison to two alternatives: either the true derivative of `q` equals that of the unknown function, or x − q is zero. It can prove neither.

The repair writes `((deriv G.q t : ℝ) : ℂ)`. The inner ascription makes the derivative real, so `G.q` fits, and the outer one casts the resulting number to `ℂ`. This is the form already present in `hy`, and `norm_num` can now close the goal.

This version goes through:

```diff
@@ -31,5 +31,5 @@
   have hy := (G.dq t).hasDerivAt.ofReal_comp.const_sub (x : ℂ)
   have hy2 : HasDerivAt (fun s => ((x : ℂ) - G.q s) ^ 2)
-      (2 * (x - G.q t) * (-(deriv G.q t : ℂ))) t :=
+      (2 * (x - G.q t) * (-((deriv G.q t : ℝ) : ℂ))) t :=
     (hy.fun_pow 2).congr_deriv (by norm_num)
   have h := (((((G.da t).hasDerivAt.fun_mul hy2).fun_add
```
